# For a quadratic frozen-orbital energy, Koopmans' theorem holds for a filled orbital exactly when its self-interaction vanishes

To estimate an ionisation energy without a second total-energy calculation, one takes the energy of a filled spin orbital and reverses its sign. If the orbitals stay frozen and the total energy is quadratic in the occupations with a symmetric interaction, this reproduces the difference of total energies exactly when the orbital does not interact with itself.

In Lean 4 with Mathlib:

```lean
import Mathlib

open Matrix

namespace FrozenOrbitalKoopmans

noncomputable section

variable {n : Type*} [Fintype n]

/-- The frozen-orbital energy `h·f + ½ f·W f` as a function of the occupations `f`. -/
def energy (h : n → ℝ) (W : Matrix n n ℝ) (f : n → ℝ) : ℝ :=
  h ⬝ᵥ f + (1 / 2) * (f ⬝ᵥ W *ᵥ f)

/-- The orbital energy `e_k = h_k + (W f)_k` at the occupations `f`. -/
def orbitalEnergy (h : n → ℝ) (W : Matrix n n ℝ) (f : n → ℝ) (k : n) : ℝ :=
  h k + (W *ᵥ f) k

/-- For symmetric `W`, the energy at `f` minus the energy at `f - d` is the sum of the orbital
energies at `f` weighted by `d`, minus the interaction energy `½ d·W d` of `d` with itself. -/
theorem energy_sub_energy (h : n → ℝ) {W : Matrix n n ℝ} (hW : W.IsSymm) (f d : n → ℝ) :
    energy h W f - energy h W (f - d) =
      d ⬝ᵥ orbitalEnergy h W f - (1 / 2) * (d ⬝ᵥ W *ᵥ d) := by
  -- symmetry of the interaction makes the two cross terms equal
  have hs : f ⬝ᵥ W *ᵥ d = d ⬝ᵥ W *ᵥ f := by
    rw [Matrix.dotProduct_mulVec, ← Matrix.mulVec_transpose, hW.eq, dotProduct_comm]
  have he : orbitalEnergy h W f = h + W *ᵥ f := rfl
  simp only [energy, he, Matrix.mulVec_sub, dotProduct_sub, sub_dotProduct, dotProduct_add]
  linear_combination dotProduct_comm h d + (1 / 2) * hs

variable [DecidableEq n]

/-- For symmetric `W`, changing the occupation of orbital `k` alone from `f_k` to `s` changes the
energy by a term linear in `f_k - s` and a quadratic self-interaction term. -/
theorem energy_sub_update (h : n → ℝ) {W : Matrix n n ℝ} (hW : W.IsSymm)
    (f : n → ℝ) (k : n) (s : ℝ) :
    energy h W f - energy h W (Function.update f k s) =
      (f k - s) * orbitalEnergy h W f k - (f k - s) * (f k - s) / 2 * W k k := by
  have hu : Function.update f k s = f - Pi.single k (f k - s) := by
    ext i
    by_cases hi : i = k
    · subst hi
      simp
    · simp [hi]
  have hd : (W *ᵥ Pi.single k (f k - s)) k = W k k * (f k - s) := by
    change (fun j => W k j) ⬝ᵥ Pi.single k (f k - s) = _
    rw [dotProduct_single]
  rw [hu, energy_sub_energy h hW, single_dotProduct, single_dotProduct, hd]
  ring

/-- When the occupation of orbital `k` changes from `f_k` to `s`, its own orbital energy shifts
by `W_kk (s - f_k)`. -/
theorem orbitalEnergy_update (h : n → ℝ) (W : Matrix n n ℝ) (f : n → ℝ) (k : n) (s : ℝ) :
    orbitalEnergy h W (Function.update f k s) k =
      orbitalEnergy h W f k + W k k * (s - f k) := by
  have hu : Function.update f k s = f + Pi.single k (s - f k) := by
    ext i
    by_cases hi : i = k
    · subst hi
      simp
    · simp [hi]
  have hd : (W *ᵥ Pi.single k (s - f k)) k = W k k * (s - f k) := by
    change (fun j => W k j) ⬝ᵥ Pi.single k (s - f k) = _
    rw [dotProduct_single]
  rw [hu, orbitalEnergy, orbitalEnergy, Matrix.mulVec_add, Pi.add_apply, hd]
  ring

/-- Janak's theorem for frozen orbitals: for symmetric `W`, the derivative of the energy with
respect to the occupation of orbital `k` is its orbital energy. -/
theorem janak (h : n → ℝ) {W : Matrix n n ℝ} (hW : W.IsSymm) (f : n → ℝ) (k : n) (s : ℝ) :
    HasDerivAt (fun t => energy h W (Function.update f k t))
      (orbitalEnergy h W (Function.update f k s) k) s := by
  -- the energy is an explicit parabola in the occupation
  have hfun : (fun t => energy h W (Function.update f k t)) = fun t => energy h W f -
      ((f k - t) * orbitalEnergy h W f k - (f k - t) * (f k - t) / 2 * W k k) := by
    funext t
    linear_combination -(energy_sub_update h hW f k t)
  have hd : HasDerivAt (fun t : ℝ => f k - t) (-1) s := (hasDerivAt_id' s).const_sub (f k)
  rw [hfun, orbitalEnergy_update]
  refine (((hd.mul_const (orbitalEnergy h W f k)).fun_sub
    (((hd.fun_mul hd).div_const 2).mul_const (W k k))).const_sub (energy h W f)).congr_deriv ?_
  ring

/-- For symmetric `W`, the energy before emptying a fully occupied orbital `k` minus the energy
after it is `e_k - W_kk / 2`. -/
theorem removal_energy (h : n → ℝ) {W : Matrix n n ℝ} (hW : W.IsSymm)
    (f : n → ℝ) (k : n) (hk : f k = 1) :
    energy h W f - energy h W (Function.update f k 0) =
      orbitalEnergy h W f k - W k k / 2 := by
  rw [energy_sub_update h hW, hk]
  ring

/-- For symmetric `W` and a fully occupied orbital `k`, Koopmans' theorem (the energy before
emptying `k` minus the energy after it equals the orbital energy) holds exactly when the
self-interaction `W_kk` vanishes. -/
theorem koopmans_iff (h : n → ℝ) {W : Matrix n n ℝ} (hW : W.IsSymm)
    (f : n → ℝ) (k : n) (hk : f k = 1) :
    energy h W f - energy h W (Function.update f k 0) = orbitalEnergy h W f k ↔
      W k k = 0 := by
  rw [removal_energy h hW f k hk]
  constructor <;> intro H <;> linarith

/-- Slater's transition state: for symmetric `W`, the energy before emptying a fully occupied
orbital minus the energy after it equals its orbital energy evaluated at half occupation. -/
theorem slater_transition_state (h : n → ℝ) {W : Matrix n n ℝ} (hW : W.IsSymm)
    (f : n → ℝ) (k : n) (hk : f k = 1) :
    energy h W f - energy h W (Function.update f k 0) =
      orbitalEnergy h W (Function.update f k (1 / 2)) k := by
  rw [removal_energy h hW f k hk, orbitalEnergy_update, hk]
  ring

/-- For symmetric `W`, adding an electron to an empty orbital `k` changes the energy by
`e_k + W_kk / 2`. -/
theorem addition_energy (h : n → ℝ) {W : Matrix n n ℝ} (hW : W.IsSymm)
    (f : n → ℝ) (k : n) (hk : f k = 0) :
    energy h W (Function.update f k 1) - energy h W f =
      orbitalEnergy h W f k + W k k / 2 := by
  have H := energy_sub_update h hW f k 1
  rw [hk] at H
  linear_combination -H

/-- For symmetric `W`, the energy before emptying a set `S` of fully occupied orbitals minus the
energy after it is the sum of their orbital energies minus half the sum of `W_kl` over all `k` and
`l` in `S`. -/
theorem multiple_removal_energy (h : n → ℝ) {W : Matrix n n ℝ} (hW : W.IsSymm)
    (f : n → ℝ) (S : Finset n) (hS : ∀ k ∈ S, f k = 1) :
    energy h W f - energy h W (fun i => if i ∈ S then 0 else f i) =
      ∑ k ∈ S, orbitalEnergy h W f k - (1 / 2) * ∑ k ∈ S, ∑ l ∈ S, W k l := by
  -- the removed charge is the indicator of `S`
  have hu : (fun i => if i ∈ S then 0 else f i) = f - fun i => if i ∈ S then (1 : ℝ) else 0 := by
    ext i
    by_cases hi : i ∈ S
    · simp [hi, hS i hi]
    · simp [hi]
  rw [hu, energy_sub_energy h hW]
  simp only [dotProduct, Matrix.mulVec, ite_mul, mul_ite, one_mul, mul_one, zero_mul, mul_zero,
    Finset.sum_ite_mem, Finset.univ_inter]

/-- The Hartree–Fock interaction of spin orbitals, Coulomb minus exchange:
`W_ij = (ii|jj) - (ij|ji)`, with `g i j k l = (ij|kl)`. -/
def hartreeFockInteraction (g : n → n → n → n → ℝ) : Matrix n n ℝ :=
  Matrix.of fun i j => g i i j j - g i j j i

/-- Koopmans' theorem in Hartree–Fock theory: for real integrals with `(ij|kl) = (kl|ij)`, the
frozen-orbital energy before emptying a fully occupied spin orbital minus the energy after it is its
orbital energy. -/
theorem hartreeFock_koopmans (h : n → ℝ) (g : n → n → n → n → ℝ)
    (hg : ∀ i j k l, g i j k l = g k l i j) (f : n → ℝ) (k : n) (hk : f k = 1) :
    energy h (hartreeFockInteraction g) f -
        energy h (hartreeFockInteraction g) (Function.update f k 0) =
      orbitalEnergy h (hartreeFockInteraction g) f k := by
  have hW : (hartreeFockInteraction g).IsSymm := by
    refine Matrix.IsSymm.ext fun i j => ?_
    change g j j i i - g j i i j = g i i j j - g i j j i
    rw [hg j j i i, hg j i i j]
  -- exchange cancels the Coulomb self-interaction
  exact (koopmans_iff h hW f k hk).mpr (sub_self (g k k k k))

end

end FrozenOrbitalKoopmans
```

```lean
#print axioms FrozenOrbitalKoopmans.koopmans_iff
-- 'FrozenOrbitalKoopmans.koopmans_iff' depends on axioms: [propext, Classical.choice, Quot.sound]
#print axioms FrozenOrbitalKoopmans.slater_transition_state
-- 'FrozenOrbitalKoopmans.slater_transition_state' depends on axioms: [propext, Classical.choice, Quot.sound]
#print axioms FrozenOrbitalKoopmans.multiple_removal_energy
-- 'FrozenOrbitalKoopmans.multiple_removal_energy' depends on axioms: [propext, Classical.choice, Quot.sound]
#print axioms FrozenOrbitalKoopmans.hartreeFock_koopmans
-- 'FrozenOrbitalKoopmans.hartreeFock_koopmans' depends on axioms: [propext, Classical.choice, Quot.sound]
```

## Occupations, interaction and orbital energies

The type `n` labels a finite set of spin orbitals, called orbitals for short, and `f : n → ℝ` gives their occupations $f_i$: 0 for an empty orbital and 1 for a full one, which holds one electron. The vector $h$ holds the one-electron energies, and the real matrix $W$ holds the interactions between orbitals. The definition `energy` is

$$E(f)=\sum_i h_i f_i+\tfrac12\sum_{i,j} f_i W_{ij} f_j ,$$

and `orbitalEnergy` is $e_k=h_k+\sum_j W_{kj}f_j$. "Frozen" means that $h$ and $W$ do not change when the occupations do. Orbital relaxation is therefore absent, as is any dependence of $E$ on $f$ beyond second order. A constant such as the nuclear repulsion would drop out of every difference below.

The hypothesis `W.IsSymm` says $W_{ij}=W_{ji}$: orbital $i$ acts on $j$ as $j$ acts on $i$. Without it, the derivative of $E$ with respect to $f_k$ would be $h_k+\tfrac12(Wf+W^{\mathsf T}f)_k$, which need not equal $e_k$.

The expression `Function.update f k 0` is the occupation vector with $f_k$ replaced by 0 and all other entries kept. The hypothesis `hk : f k = 1` makes orbital $k$ full. The other occupations may be any real numbers, so fractional ones are allowed.

In the sections below, "removal energy" means the energy before removal minus the energy after it. The ionisation energy has the opposite sign, and for a full orbital it is $-e_k+W_{kk}/2$.

## Expanding the energy around a change of occupation

Let $d$ be the occupation taken away. Multiplying out gives

$$E(f-d)=h\cdot f-h\cdot d+\tfrac12 f\cdot Wf-\tfrac12 f\cdot Wd-\tfrac12 d\cdot Wf+\tfrac12 d\cdot Wd .$$

By symmetry $f\cdot Wd=d\cdot Wf$, so the two cross terms combine:

$$E(f)-E(f-d)=d\cdot(h+Wf)-\tfrac12 d\cdot Wd=d\cdot e-\tfrac12 d\cdot Wd .$$

This is `energy_sub_energy`. In its proof, `hs` is the equality of the cross terms, `simp only` multiplies out, and `linear_combination` collects what remains.

Now change only orbital $k$, from $f_k$ to $s$. Then $d$ has the single nonzero entry $f_k-s$, and

$$E(f)-E(f_k\to s)=(f_k-s)\,e_k-\tfrac12(f_k-s)^2W_{kk}.$$

This is `energy_sub_update`. Its step `hu` writes the updated vector as $f-d$, and `hd` evaluates $(Wd)_k=W_{kk}(f_k-s)$.

## Removal, addition and the Koopmans condition

Setting $f_k=1$ and $s=0$ gives `removal_energy`:

$$E(f)-E(f_k\to 0)=e_k-\tfrac12W_{kk}.$$

The right-hand side equals $e_k$ if and only if $W_{kk}=0$. That equivalence is `koopmans_iff`, where `linarith` settles both directions after the removal energy has been substituted.

For an empty orbital, $f_k=0$ and $s=1$, and reversing the overall sign gives `addition_energy`:

$$E(f_k\to1)-E(f)=e_k+\tfrac12W_{kk}.$$

A positive self-interaction thus places the energy of a filled orbital above its removal energy, and that of an empty orbital below its addition energy.

To empty a set $S$ of full orbitals, let $d$ be 1 on $S$ and 0 elsewhere. The general expansion becomes `multiple_removal_energy`:

$$E(f)-E(f_S\to0)=\sum_{k\in S}e_k-\tfrac12\sum_{k,l\in S}W_{kl}.$$

The double sum contains the diagonal terms and counts each pair twice. For two different orbitals $k$ and $l$ without self-interaction, the result is $e_k+e_l-W_{kl}$, so orbital energies alone do not give a double ionisation energy unless $W_{kl}=0$.

## The slope of the energy and half occupation

The orbital energy itself moves with the occupation:

$$e_k(s)=e_k+W_{kk}(s-f_k).$$

This is `orbitalEnergy_update`, which needs no symmetry because it uses only row $k$ of $W$. Differentiating the one-orbital formula for the energy gives

$$\frac{d}{ds}E(f_k\to s)=e_k-(f_k-s)W_{kk}=e_k(s).$$

The theorem `janak` states this for every real $s$. Its proof first rewrites the energy as an explicit parabola (`hfun`), then applies the rules for derivatives, and `ring` matches the two expressions. Janak's theorem in density-functional theory concerns self-consistent orbitals that respond to the occupation; here they are held fixed.

For $f_k=1$ and $s=\tfrac12$ the shifted orbital energy is $e_k-W_{kk}/2$, which is the removal energy. This is `slater_transition_state`. The agreement is exact because the slope of a parabola at the midpoint of an interval equals its average slope there. For a functional that is not quadratic in the occupations, the half-occupation value is in general an approximation.

## Why Hartree–Fock satisfies the condition

For spin orbitals, `hartreeFockInteraction` sets

$$W_{ij}=(ii|jj)-(ij|ji),$$

the Coulomb integral minus the exchange integral, with `g i j k l` standing for $(ij|kl)$. The hypothesis `hg`, $(ij|kl)=(kl|ij)$, expresses that the two electrons in a repulsion integral can be exchanged. It gives

$$W_{ji}=(jj|ii)-(ji|ij)=(ii|jj)-(ij|ji)=W_{ij}.$$

On the diagonal, $W_{kk}=(kk|kk)-(kk|kk)=0$. The theorem `hartreeFock_koopmans` proves the symmetry as `hW`, supplies the cancellation by `sub_self`, and obtains the result from `koopmans_iff`.

Here $e_k$ is the diagonal element of the Fock matrix for spin orbital $k$. It is an eigenvalue of the Fock operator when the orbitals are canonical, but the theorem does not ask for that, nor for self-consistency. It also does not say that the orbitals left behind are the best ones for the ion. The integrals enter as real numbers, and no basis set or Coulomb operator is constructed.

## Reading an ionisation energy from a calculation

After a Hartree–Fock calculation has converged, the energy of an occupied canonical spin orbital is read from the output and its sign reversed. Within the frozen-orbital model this is the ionisation energy, and no calculation on the ion is needed.

With a method that leaves a self-interaction, the same reading is off by $W_{kk}/2$ in this quadratic model. Take $e_k=-8$ eV and $W_{kk}=2$ eV as illustrative values. The orbital energy suggests an ionisation energy of 8 eV, while the difference of total energies is 9 eV. If the occupation of $k$ is set to $\tfrac12$ and the orbital energy is evaluated again with the same orbitals, it comes out as $-9$ eV, which gives the right value from one orbital energy.

A Koopmans-compliant correction changes the functional instead. In the present model one can add $\tfrac12W_{kk}f_k(1-f_k)$ for each orbital. This term vanishes at occupations 0 and 1, so total energies at integer occupations stay as they were. It replaces $h_k$ by $h_k+W_{kk}/2$ and removes the diagonal of $W$, so the corrected energy meets the condition in `koopmans_iff`. In the example, the corrected energy of the filled orbital is $-9$ eV.
